# Ground-state occupations of distant identical sites holding at most one electron each: equal for a strictly convex site energy, integer for a strictly concave one

Let N electrons be shared among M identical sites so far apart that they do not interact, and let each site hold any real number of electrons between 0 and 1, while the total N is an integer. How does the lowest energy distribute the electrons? The occupation of site i is q_i, and the energy is a sum of one-site energies:

E(q) = Σ_i e(q_i), 0 ≤ q_i ≤ 1, Σ_i q_i = N.

Here e(x) is the energy of one site holding x electrons; the letter does not denote the elementary charge. The answer depends on the curvature of e between 0 and 1. Convex curves are typical of semilocal density functionals. Hartree–Fock theory gives a straight line when the x electrons are the only ones on the site and occupy one spin orbital, because exchange then cancels the self-repulsion. Its curve is typically concave when x instead counts a fractional electron added to others on the site, which relax. For strictly convex e, the results below model the spurious lowering of the energy by charge spreading met in semilocal density-functional calculations when a system is pulled apart. That a given functional reduces to this sum, with a curvature of one sign, is assumed and has to be established separately.

In Lean the sites form a finite type `ι`, so M is `Fintype.card ι`, and a distribution is a function `q : ι → ℝ`.

```lean
import Mathlib

open Finset

namespace DelocalizationManySites

noncomputable section

variable {ι : Type*} [Fintype ι]
```

The constraints are collected in one predicate.

```lean
/-- An allowed distribution of `N` electrons: every site holds between zero and one electron,
and the occupations sum to `N`. -/
def IsDistribution (N : ℕ) (q : ι → ℝ) : Prop :=
  (∀ i, q i ∈ Set.Icc (0 : ℝ) 1) ∧ ∑ i, q i = N
```

The energy E(q) is written `energy e q`. Values of e outside [0,1] never enter for an allowed distribution.

```lean
/-- The energy of distant identical sites: the sum of the site energies `e (q i)`. -/
def energy (e : ℝ → ℝ) (q : ι → ℝ) : ℝ := ∑ i, e (q i)
```

"Ground state" here means an occupation vector of least energy, not a wavefunction.

```lean
/-- A ground state is an allowed distribution of `N` electrons whose energy is least among all
allowed distributions. -/
def IsGroundState (e : ℝ → ℝ) (N : ℕ) (q : ι → ℝ) : Prop :=
  IsDistribution N q ∧ ∀ p : ι → ℝ, IsDistribution N p → energy e q ≤ energy e p
```

Two references are needed. The first is the uniform distribution u, with u_i = N/M.

```lean
/-- The delocalized distribution, with `N / M` electrons on each of the `M` sites (`M > 0`). -/
def uniform (N : ℕ) : ι → ℝ := fun _ => (N : ℝ) / (Fintype.card ι : ℝ)
```

The second is the energy of N filled and M − N empty sites, E_int = N e(1) + (M − N) e(0).

```lean
/-- The energy of `N` singly occupied and `M - N` empty sites. -/
def integerEnergy (e : ℝ → ℝ) (M N : ℕ) : ℝ := N * e 1 + ((M : ℝ) - N) * e 0
```

## (a) The chord summed over sites

Replace e by the straight line through its values at 0 and 1. Show that the total no longer depends on the distribution:

Σ_i [(1 − q_i) e(0) + q_i e(1)] = E_int.

**Solution.** Collect the coefficients of e(0) and e(1):

Σ_i [(1 − q_i) e(0) + q_i e(1)] = (M − Σ_i q_i) e(0) + (Σ_i q_i) e(1).

Since Σ_i q_i = N, the right side is E_int. Lean splits the sum in the same way and inserts the particle number through `hq.2`.

```lean
/-- Linear interpolation between the empty and the occupied site, summed over all sites, gives
the integer energy for every allowed distribution. -/
theorem sum_chord (e : ℝ → ℝ) {N : ℕ} {q : ι → ℝ} (hq : IsDistribution N q) :
    ∑ i, ((1 - q i) * e 0 + q i * e 1) = integerEnergy e (Fintype.card ι) N := by
  rw [sum_add_distrib, ← sum_mul, ← sum_mul, sum_sub_distrib, hq.2]
  simp only [sum_const, card_univ, nsmul_eq_mul, mul_one, integerEnergy]
  ring
```

## (b) A linear site energy

Suppose e(x) = (1 − x) e(0) + x e(1) on [0,1], as for the exact ensemble energy between adjacent integers. Show that for every allowed q

E(q) = E_int.

**Solution.** Each e(q_i) equals its chord value, because q_i lies in [0,1]. Summing and using (a) gives the result: one electron on one site costs as much as the same electron spread over several. In Lean, `sum_congr` makes the replacement site by site.

```lean
/-- If the site energy is linear between zero and one electron, all allowed distributions have
the same energy. -/
theorem energy_of_linear {e : ℝ → ℝ}
    (he : ∀ x ∈ Set.Icc (0 : ℝ) 1, e x = (1 - x) * e 0 + x * e 1)
    {N : ℕ} {q : ι → ℝ} (hq : IsDistribution N q) :
    energy e q = integerEnergy e (Fintype.card ι) N := by
  rw [← sum_chord e hq]
  exact sum_congr rfl fun i _ => he (q i) (hq.1 i)
```

## (c) The uniform distribution is allowed

Let M ≥ 1 and N ≤ M. Show that u satisfies the constraints:

0 ≤ N/M ≤ 1 and Σ_i u_i = N.

**Solution.** The bounds follow from 0 ≤ N ≤ M on division by M > 0. The sum has M equal terms, so it is M · (N/M) = N. The condition M ≥ 1 appears in Lean as `[Nonempty ι]`.

```lean
/-- For `N` at most the number of sites, the delocalized distribution is allowed. -/
theorem uniform_isDistribution [Nonempty ι] {N : ℕ} (hN : N ≤ Fintype.card ι) :
    IsDistribution N (uniform N : ι → ℝ) := by
  have hM : (0 : ℝ) < Fintype.card ι := by exact_mod_cast Fintype.card_pos
  have hN' : (N : ℝ) ≤ Fintype.card ι := by exact_mod_cast hN
  refine ⟨fun i => ⟨div_nonneg (Nat.cast_nonneg N) hM.le, (div_le_one hM).2 hN'⟩, ?_⟩
  have hM0 := hM.ne'
  simp only [uniform, sum_const, card_univ, nsmul_eq_mul]
  field_simp
```

## (d) Unequal occupations cost energy when e is strictly convex

Let e be strictly convex on [0,1] and M ≥ 1. Show that every allowed q ≠ u satisfies

E(u) < E(q).

**Solution.** Write x = N/M, the mean of the q_i. If x = 0 or x = 1, the bounds force every q_i to equal x, so no allowed q ≠ u exists. Otherwise x is interior, and a strictly convex e has a supporting line of some slope s there:

e(y) ≥ e(x) + s (y − x), with equality only at y = x.

Put y = q_i and sum over i. The linear terms cancel because Σ_i (q_i − x) = 0, leaving Σ_i e(q_i) ≥ M e(x). Since q ≠ u, some q_i differs from x, and the inequality is strict.

This is Jensen's inequality with equal weights 1/M. Lean takes it from Mathlib as `hle` and its equality condition as `hiff`. Together they give the strict inequality `hlt`, which is then multiplied by M. Continuity of e is not assumed.

```lean
/-- For a strictly convex site energy, every other allowed distribution lies strictly above the
delocalized one. -/
theorem uniform_lt [Nonempty ι] {e : ℝ → ℝ} (he : StrictConvexOn ℝ (Set.Icc 0 1) e)
    {N : ℕ} {q : ι → ℝ} (hq : IsDistribution N q) (hne : q ≠ uniform N) :
    energy e (uniform N : ι → ℝ) < energy e q := by
  have hM : (0 : ℝ) < Fintype.card ι := by exact_mod_cast Fintype.card_pos
  have hw : ∑ _i : ι, (Fintype.card ι : ℝ)⁻¹ = 1 := by
    rw [sum_const, card_univ, nsmul_eq_mul]
    exact mul_inv_cancel₀ hM.ne'
  have hmean : ∑ i, (Fintype.card ι : ℝ)⁻¹ • q i = (N : ℝ) / (Fintype.card ι : ℝ) := by
    rw [← smul_sum, hq.2, smul_eq_mul, div_eq_inv_mul]
  -- Jensen's inequality with equal weights, and its equality case
  have hle := he.convexOn.map_sum_le (t := univ) (w := fun _ => (Fintype.card ι : ℝ)⁻¹)
    (p := q) (fun _ _ => (inv_pos.2 hM).le) hw (fun i _ => hq.1 i)
  have hiff := he.map_sum_eq_iff (t := univ) (w := fun _ => (Fintype.card ι : ℝ)⁻¹)
    (p := q) (fun _ _ => inv_pos.2 hM) hw (fun i _ => hq.1 i)
  simp only [hmean] at hle hiff
  have hlt := lt_of_le_of_ne hle
    (fun h => hne (funext fun i => hiff.1 h i (mem_univ i)))
  rw [← smul_sum, smul_eq_mul, ← div_eq_inv_mul, lt_div_iff₀ hM] at hlt
  simp only [energy, uniform, sum_const, card_univ, nsmul_eq_mul]
  linarith
```

## (e) The ground state for strictly convex e

Let e be strictly convex on [0,1], with M ≥ 1 and N ≤ M. Show that

q is a ground state ⇔ q_i = N/M for every i.

**Solution.** If q is a ground state and q ≠ u, then (d) gives E(u) < E(q). But u is allowed by (c), so q was not of least energy, a contradiction. Conversely, u is allowed, and by (d) every other allowed distribution has higher energy. The two bullets of the Lean proof are these two directions.

```lean
/-- For a strictly convex site energy and `N` at most the number of sites, the delocalized
distribution is the unique ground state. -/
theorem convex_groundState_iff [Nonempty ι] {e : ℝ → ℝ}
    (he : StrictConvexOn ℝ (Set.Icc 0 1) e) {N : ℕ} (hN : N ≤ Fintype.card ι) (q : ι → ℝ) :
    IsGroundState e N q ↔ q = uniform N := by
  constructor
  · intro hq
    by_contra hne
    exact not_lt_of_ge (hq.2 _ (uniform_isDistribution hN)) (uniform_lt he hq.1 hne)
  · rintro rfl
    refine ⟨uniform_isDistribution hN, fun p hp => ?_⟩
    by_cases h : p = uniform N
    · rw [h]
    · exact (uniform_lt he hp h).le
```

## (f) The ground states for strictly concave e

Let e be strictly concave on [0,1] and N ≤ M. Show that

q is a ground state ⇔ q is allowed and every q_i is 0 or 1.

**Solution.** Strict concavity, applied to the endpoints 0 and 1, gives

(1 − x) e(0) + x e(1) < e(x) for 0 < x < 1,

with equality at x = 0 and x = 1. Sum over the sites and use (a): every allowed p has E(p) ≥ E_int, with equality exactly when no site is fractional. Because N ≤ M, one can fill N sites and leave the rest empty, so the value E_int is reached. It is therefore the minimum, and the integer distributions are exactly those that attain it.

In Lean, `chord` and `strict` are the weak and strict inequalities, and `integer` evaluates the energy of an integer distribution. For the forward direction, a set `s` of N sites supplies the filled distribution, and `sum_lt_sum` turns one fractional site into a strict excess energy. The reverse direction sums `chord`.

```lean
/-- For a strictly concave site energy and `N` at most the number of sites, the ground states
are exactly the allowed distributions in which every site is empty or singly occupied. -/
theorem concave_groundState_iff {e : ℝ → ℝ} (he : StrictConcaveOn ℝ (Set.Icc 0 1) e)
    {N : ℕ} (hN : N ≤ Fintype.card ι) (q : ι → ℝ) :
    IsGroundState e N q ↔ IsDistribution N q ∧ ∀ i, q i = 0 ∨ q i = 1 := by
  classical
  have h0 : (0 : ℝ) ∈ Set.Icc (0 : ℝ) 1 := ⟨le_rfl, zero_le_one⟩
  have h1 : (1 : ℝ) ∈ Set.Icc (0 : ℝ) 1 := ⟨zero_le_one, le_rfl⟩
  -- the site energy lies above its chord, strictly so at fractional occupation
  have chord : ∀ x ∈ Set.Icc (0 : ℝ) 1, (1 - x) * e 0 + x * e 1 ≤ e x := by
    intro x hx
    have h := he.concaveOn.2 h0 h1 (sub_nonneg.2 hx.2) hx.1 (by ring)
    simpa only [smul_eq_mul, mul_zero, mul_one, zero_add] using h
  have strict : ∀ x : ℝ, 0 < x → x < 1 → (1 - x) * e 0 + x * e 1 < e x := by
    intro x hx hx'
    have h := he.2 h0 h1 zero_ne_one (sub_pos.2 hx') hx (by ring)
    simpa only [smul_eq_mul, mul_zero, mul_one, zero_add] using h
  have integer : ∀ p : ι → ℝ, IsDistribution N p → (∀ i, p i = 0 ∨ p i = 1) →
      energy e p = integerEnergy e (Fintype.card ι) N := by
    intro p hp hint
    rw [← sum_chord e hp]
    refine sum_congr rfl fun i _ => ?_
    rcases hint i with h | h <;> rw [h] <;> ring
  constructor
  · intro hq
    refine ⟨hq.1, fun i => ?_⟩
    by_contra hi
    rw [not_or] at hi
    -- compare with a distribution that fills N chosen sites
    obtain ⟨s, -, hs⟩ := exists_subset_card_eq (s := (univ : Finset ι)) (n := N)
      (by rwa [card_univ])
    have hp : IsDistribution N (fun j => if j ∈ s then (1 : ℝ) else 0) := by
      refine ⟨fun j => ?_, by simp [hs]⟩
      by_cases h : j ∈ s
      · simp only [if_pos h]; exact h1
      · simp only [if_neg h]; exact h0
    have hmin := hq.2 _ hp
    rw [integer _ hp (fun j => by by_cases h : j ∈ s <;> simp [h]), ← sum_chord e hq.1] at hmin
    refine not_lt_of_ge hmin (sum_lt_sum (fun j _ => chord _ (hq.1.1 j)) ⟨i, mem_univ i, ?_⟩)
    exact strict _ (lt_of_le_of_ne (hq.1.1 i).1 (Ne.symm hi.1))
      (lt_of_le_of_ne (hq.1.1 i).2 hi.2)
  · rintro ⟨hq, hint⟩
    refine ⟨hq, fun p hp => ?_⟩
    rw [integer q hq hint, ← sum_chord e hp]
    exact sum_le_sum fun i _ => chord _ (hp.1 i)
```

## (g) The sign of the delocalization error

Let e be strictly convex on [0,1] and 0 < N < M. Compare the uniform distribution with integer occupations and show that

E(u) < E_int.

**Solution.** With x = N/M we have 0 < x < 1, so strict convexity gives

e(x) < (1 − x) e(0) + x e(1).

Multiply by M and use Mx = N:

M e(x) < (M − N) e(0) + N e(1) = E_int.

If e(0) and e(1) are correct, E_int is the correct energy of the separated system, and the difference is an error made at fractional occupation alone. The smallest case is one electron on two sites, as in stretched H₂⁺, where the inequality reads 2 e(1/2) < e(0) + e(1).

Lean names the ratio `x` with `generalize`, and the final `linear_combination` inserts Mx = N.

```lean
/-- For a strictly convex site energy and `0 < N < M`, the delocalized distribution lies
strictly below the energy of `N` occupied and `M - N` empty sites. -/
theorem delocalization_error {e : ℝ → ℝ} (he : StrictConvexOn ℝ (Set.Icc 0 1) e)
    {N : ℕ} (hN : 0 < N) (hNM : N < Fintype.card ι) :
    energy e (uniform N : ι → ℝ) < integerEnergy e (Fintype.card ι) N := by
  have hN' : (0 : ℝ) < N := by exact_mod_cast hN
  have hNM' : (N : ℝ) < Fintype.card ι := by exact_mod_cast hNM
  have hM : (0 : ℝ) < Fintype.card ι := hN'.trans hNM'
  have hx0 : (0 : ℝ) < (N : ℝ) / (Fintype.card ι : ℝ) := div_pos hN' hM
  have hx1 : (N : ℝ) / (Fintype.card ι : ℝ) < 1 := (div_lt_one hM).2 hNM'
  have hx : (Fintype.card ι : ℝ) * ((N : ℝ) / (Fintype.card ι : ℝ)) = N := by
    have hM0 := hM.ne'
    field_simp
  simp only [energy, uniform, integerEnergy, sum_const, card_univ, nsmul_eq_mul]
  generalize (N : ℝ) / (Fintype.card ι : ℝ) = x at hx hx0 hx1 ⊢
  have h := he.2 (⟨le_rfl, zero_le_one⟩ : (0 : ℝ) ∈ Set.Icc (0 : ℝ) 1)
    (⟨zero_le_one, le_rfl⟩ : (1 : ℝ) ∈ Set.Icc (0 : ℝ) 1) zero_ne_one
    (sub_pos.2 hx1) hx0 (by ring)
  simp only [smul_eq_mul, mul_zero, mul_one, zero_add] at h
  calc (Fintype.card ι : ℝ) * e x
      < (Fintype.card ι : ℝ) * ((1 - x) * e 0 + x * e 1) := mul_lt_mul_of_pos_left h hM
    _ = N * e 1 + ((Fintype.card ι : ℝ) - N) * e 0 := by
      linear_combination (e 1 - e 0) * hx
```

## (h) The size of the error for a quadratic site energy

Let e(x) = a + b x + (c/2) x², with real constants a, b and c. The constant a is the energy of the empty site, b the initial slope and c the curvature. For M ≥ 1, show that

E(u) − E_int = −(c/2) N (1 − N/M).

**Solution.** With x = N/M and Mx = N,

E(u) = M a + b N + (c/2) N x,

E_int = N (a + b + c/2) + (M − N) a = M a + b N + (c/2) N.

Subtracting leaves −(c/2) N (1 − x). For 0 < N < M the error is negative when c > 0 and positive when c < 0. In the second case u is not a ground state: by (f) the least energy is then E_int itself. One electron on two sites gives −c/4; for fixed N and growing M the error tends to −cN/2, so it does not fade as more sites are added.

The Lean statement places no upper bound on N, but u is an allowed distribution only for N ≤ M. The last line of the proof is the subtraction above, with Mx = N as its only input.

```lean
/-- For a quadratic site energy of curvature `c`, the delocalized distribution differs from the
integer energy by `-(c / 2) N (1 - N / M)`, where `M > 0` is the number of sites. -/
theorem quadratic_error [Nonempty ι] (a b c : ℝ) (N : ℕ) :
    energy (fun x => a + b * x + c / 2 * x ^ 2) (uniform N : ι → ℝ)
      - integerEnergy (fun x => a + b * x + c / 2 * x ^ 2) (Fintype.card ι) N
      = -(c / 2) * (N * (1 - (N : ℝ) / (Fintype.card ι : ℝ))) := by
  have hM0 : (Fintype.card ι : ℝ) ≠ 0 := by exact_mod_cast Fintype.card_ne_zero
  have hx : (Fintype.card ι : ℝ) * ((N : ℝ) / (Fintype.card ι : ℝ)) = N := by
    field_simp
  simp only [energy, uniform, integerEnergy, sum_const, card_univ, nsmul_eq_mul]
  generalize (N : ℝ) / (Fintype.card ι : ℝ) = x at hx ⊢
  linear_combination (b + c / 2 * x) * hx

end

end DelocalizationManySites
```

```lean
#print axioms DelocalizationManySites.convex_groundState_iff
-- 'DelocalizationManySites.convex_groundState_iff' depends on axioms: [propext, Classical.choice, Quot.sound]
#print axioms DelocalizationManySites.concave_groundState_iff
-- 'DelocalizationManySites.concave_groundState_iff' depends on axioms: [propext, Classical.choice, Quot.sound]
#print axioms DelocalizationManySites.delocalization_error
-- 'DelocalizationManySites.delocalization_error' depends on axioms: [propext, Classical.choice, Quot.sound]
#print axioms DelocalizationManySites.quadratic_error
-- 'DelocalizationManySites.quadratic_error' depends on axioms: [propext, Classical.choice, Quot.sound]
```
